# With X² = 1, the su(2) commutators give the full Pauli multiplication table

When a qubit Hamiltonian is squared to obtain an energy variance, each product of two different Pauli operators on the same qubit is replaced by a single one: $XY$ becomes $iZ$, $YX$ becomes $-iZ$. The angular momentum commutators alone do not permit this replacement, since they hold for every spin.

Write the spin components as $S_x=\tfrac{\hbar}{2}X$, $S_y=\tfrac{\hbar}{2}Y$, $S_z=\tfrac{\hbar}{2}Z$. The angular momentum relations become $[X,Y]=2iZ$, $[Y,Z]=2iX$, $[Z,X]=2iY$. One further condition, $X^2=1$, is enough for all the product rules. For a self-adjoint $S_x$ it says that a measurement can give only $\pm\hbar/2$. That a particular physical system meets this condition is an input from physics, not a consequence of the algebra.

## Commutators without a choice of matrices

```lean
import Mathlib

open Complex (I)
open scoped Matrix

namespace PauliAlgebra

variable {A : Type*} [Ring A] [Algebra ℂ A]
```

The last line lets `A` be any associative algebra with unit over the complex numbers. Products in `A` need not commute, but complex factors commute with everything. The $2^n\times 2^n$ matrices of an $n$-qubit register are one example. No Hilbert space or adjoint is assumed. The letter `I` is the imaginary unit $i$, not the identity operator, which is written `1`.

```lean
/-- The su(2) commutation relations in the normalisation of the Pauli matrices:
`[X,Y] = 2iZ`, `[Y,Z] = 2iX`, `[Z,X] = 2iY`. -/
structure IsSu2Triple (X Y Z : A) : Prop where
  xy : X * Y - Y * X = (2 * I) • Z
  yz : Y * Z - Z * Y = (2 * I) • X
  zx : Z * X - X * Z = (2 * I) • Y
```

`IsSu2Triple X Y Z` is the statement that the three commutators hold. Its parts are named `xy`, `yz` and `zx`, so if `h` is a proof of the statement, `h.xy` is the first relation. The dot `•` multiplies an algebra element by a complex number. Nothing is said about squares or anticommutators.

```lean
/-- The combination `a·σ = a₀X + a₁Y + a₂Z` of three algebra elements with a complex vector. -/
def spinDot (X Y Z : A) (a : Fin 3 → ℂ) : A := a 0 • X + a 1 • Y + a 2 • Z
```

This is the combination usually written $a\cdot\sigma$. Lean numbers the components from zero, so $a\cdot\sigma=a_0X+a_1Y+a_2Z$.

```lean
/-- A nonzero complex factor can be cancelled from both sides of an equation in the algebra. -/
theorem smul_cancel {c : ℂ} (hc : c ≠ 0) {u v : A} (h : c • u = c • v) : u = v := by
  rw [← inv_smul_smul₀ hc u, h, inv_smul_smul₀ hc]
```

If $cu=cv$ and $c\neq0$, then $u=v$: multiply by $c^{-1}$. Below, the factor is always $2i$.

## From one square to anticommutation

```lean
/-- If `P² = 1` and `[P,Q] = 2iR`, then `P` anticommutes with `R`. -/
theorem anticomm_of_involution {P Q R : A} (hP : P * P = 1)
    (h : P * Q - Q * P = (2 * I) • R) : P * R + R * P = 0 := by
  have hc : (2 * I : ℂ) ≠ 0 := mul_ne_zero two_ne_zero Complex.I_ne_zero
  apply smul_cancel hc
  -- the anticommutator with a commutator is the commutator with the square
  calc (2 * I) • (P * R + R * P) = P * ((2 * I) • R) + ((2 * I) • R) * P := by
        rw [mul_smul_comm, smul_mul_assoc, smul_add]
    _ = P * (P * Q - Q * P) + (P * Q - Q * P) * P := by rw [h]
    _ = (P * P) * Q - Q * (P * P) := by noncomm_ring
    _ = (2 * I) • (0 : A) := by rw [hP, one_mul, mul_one, sub_self, smul_zero]
```

The names before the colon are the hypotheses, and the statement after it is the conclusion. Here $P^2=1$ and $[P,Q]=2iR$ imply $PR+RP=0$. By hand,

$$2i(PR+RP)=P[P,Q]+[P,Q]P=P^2Q-PQP+PQP-QP^2=P^2Q-QP^2=0,$$

and $2i$ cancels. The `calc` block is this chain of equalities; `noncomm_ring` does the expansion while keeping the order of factors.

```lean
/-- The su(2) relations are unchanged under the cyclic relabelling `X → Y → Z → X`. -/
theorem IsSu2Triple.rotate {X Y Z : A} (h : IsSu2Triple X Y Z) : IsSu2Triple Y Z X :=
  ⟨h.yz, h.zx, h.xy⟩
```

If $(X,Y,Z)$ satisfies the relations, so does $(Y,Z,X)$. The proof lists the same three commutators in the new order.

```lean
/-- For an su(2) triple with `X² = 1`, the elements `X` and `Y` anticommute and `XY = iZ`. -/
theorem IsSu2Triple.mul_eq {X Y Z : A} (h : IsSu2Triple X Y Z) (hX : X * X = 1) :
    X * Y + Y * X = 0 ∧ X * Y = I • Z := by
  have ha : X * Y + Y * X = 0 := by
    apply anticomm_of_involution (Q := -Z) hX
    rw [← h.zx]
    noncomm_ring
  refine ⟨ha, ?_⟩
  linear_combination (norm := module) (1 / 2 : ℂ) • h.xy + (1 / 2 : ℂ) • ha
```

The previous argument, with $P=X$, $Q=-Z$ and $R=Y$, applies because $[X,-Z]=[Z,X]=2iY$. It gives $XY+YX=0$. Adding $XY-YX=2iZ$ yields $2XY=2iZ$, hence $XY=iZ$.

The tactic `linear_combination` is told to take half of each equation and add them; `module` checks that the result is the desired equation.

```lean
/-- For an su(2) triple, `X² = 1` forces `Y² = 1`. -/
theorem IsSu2Triple.sq_eq_one {X Y Z : A} (h : IsSu2Triple X Y Z) (hX : X * X = 1) :
    Y * Y = 1 := by
  have hxy := (h.mul_eq hX).2
  have ha := anticomm_of_involution hX h.xy
  have hzx : Z * X = I • Y := by
    linear_combination (norm := module) (1 / 2 : ℂ) • h.zx + (1 / 2 : ℂ) • ha
  have hxz : X * Z = -(I • Y) := by
    linear_combination (norm := module) ha - hzx
  -- evaluate ZXY in two ways
  have e1 : I • (Z * Z) = I • (Y * Y) := by
    calc I • (Z * Z) = Z * (X * Y) := by rw [hxy, mul_smul_comm]
      _ = (Z * X) * Y := (mul_assoc _ _ _).symm
      _ = I • (Y * Y) := by rw [hzx, smul_mul_assoc]
  -- multiply [Y,Z] = 2iX by X from the left
  have e2 : I • (Z * Z) + I • (Y * Y) = (2 * I) • (1 : A) := by
    calc I • (Z * Z) + I • (Y * Y) = (X * Y) * Z - (X * Z) * Y := by
          rw [hxy, hxz, smul_mul_assoc, neg_mul, smul_mul_assoc, sub_neg_eq_add]
      _ = X * (Y * Z - Z * Y) := by noncomm_ring
      _ = (2 * I) • (1 : A) := by rw [h.yz, mul_smul_comm, hX]
  apply smul_cancel (mul_ne_zero two_ne_zero Complex.I_ne_zero : (2 * I : ℂ) ≠ 0)
  linear_combination (norm := module) e2 - e1
```

The square of $Y$ is now derived. Taking $P=X$, $Q=Y$, $R=Z$ in the anticommutation lemma gives $XZ+ZX=0$. Together with $ZX-XZ=2iY$ this means $ZX=iY$ and $XZ=-iY$. Evaluate $ZXY$ in two ways:

$$Z(XY)=iZ^2,\qquad (ZX)Y=iY^2,$$

so $iZ^2=iY^2$, which is `e1`. Next multiply $[Y,Z]=2iX$ by $X$ from the left:

$$2i=2iX^2=X(YZ-ZY)=(XY)Z-(XZ)Y=iZ^2+iY^2,$$

which is `e2`. Subtracting `e1` from `e2` leaves $2iY^2=2i$, and therefore $Y^2=1$.

## The complete table

```lean
/-- An su(2) triple with the single involution `X² = 1` obeys the whole Pauli algebra:
all squares are 1, the elements pairwise anticommute, `XY = iZ`, `YZ = iX`, `ZX = iY`,
and `XYZ = i`. -/
theorem pauli_algebra {X Y Z : A} (h : IsSu2Triple X Y Z) (hX : X * X = 1) :
    (Y * Y = 1 ∧ Z * Z = 1) ∧
    (X * Y + Y * X = 0 ∧ Y * Z + Z * Y = 0 ∧ Z * X + X * Z = 0) ∧
    (X * Y = I • Z ∧ Y * Z = I • X ∧ Z * X = I • Y) ∧
    X * Y * Z = I • (1 : A) := by
  have hY := h.sq_eq_one hX
  have hZ := h.rotate.sq_eq_one hY
  obtain ⟨a1, p1⟩ := h.mul_eq hX
  obtain ⟨a2, p2⟩ := h.rotate.mul_eq hY
  obtain ⟨a3, p3⟩ := h.rotate.rotate.mul_eq hZ
  refine ⟨⟨hY, hZ⟩, ⟨a1, a2, a3⟩, ⟨p1, p2, p3⟩, ?_⟩
  rw [p1, smul_mul_assoc, hZ]
```

The symbol `∧` means "and". From the three commutators and $X^2=1$, the theorem concludes

$$Y^2=Z^2=1,\qquad XY+YX=YZ+ZY=ZX+XZ=0,$$
$$XY=iZ,\quad YZ=iX,\quad ZX=iY,\quad XYZ=i.$$

The proof goes round the cycle. Since $Y^2=1$, the triple $(Y,Z,X)$ meets the same hypotheses as $(X,Y,Z)$ did, so $Z^2=1$ follows. Applying `mul_eq` to the three cyclic orderings gives the anticommutators and the products. Finally $XYZ=(iZ)Z=iZ^2=i$.

The conclusion concerns products, not dimension: $X$, $Y$ and $Z$ may act on one qubit of a large register, where they are not $2\times2$ matrices.

```lean
/-- Conversely, three pairwise anticommuting involutions with `XYZ = i` satisfy the su(2)
commutation relations. -/
theorem su2_of_anticommuting {X Y Z : A} (hX : X * X = 1) (hY : Y * Y = 1) (hZ : Z * Z = 1)
    (a1 : X * Y + Y * X = 0) (a2 : Y * Z + Z * Y = 0) (a3 : Z * X + X * Z = 0)
    (h : X * Y * Z = I • (1 : A)) : IsSu2Triple X Y Z := by
  have p1 : X * Y = I • Z := by
    calc X * Y = X * Y * Z * Z := by rw [mul_assoc (X * Y), hZ, mul_one]
      _ = I • Z := by rw [h, smul_mul_assoc, one_mul]
  have p2 : Y * Z = I • X := by
    calc Y * Z = (X * X) * (Y * Z) := by rw [hX, one_mul]
      _ = X * (X * Y * Z) := by noncomm_ring
      _ = I • X := by rw [h, mul_smul_comm, mul_one]
  have p3 : Z * X = I • Y := by
    calc Z * X = (Y * Y) * (Z * X) := by rw [hY, one_mul]
      _ = Y * ((Y * Z) * X) := by noncomm_ring
      _ = I • Y := by rw [p2, smul_mul_assoc, hX, mul_smul_comm, mul_one]
  -- for anticommuting elements the commutator is twice the product
  constructor
  · linear_combination (norm := module) (2 : ℂ) • p1 - a1
  · linear_combination (norm := module) (2 : ℂ) • p2 - a2
  · linear_combination (norm := module) (2 : ℂ) • p3 - a3
```

This is the converse. Start from three pairwise anticommuting elements with square 1 and $XYZ=i$. Then

$$XY=(XYZ)Z=iZ,\qquad YZ=X(XYZ)=iX,\qquad ZX=Y(YZ)X=Y(iX)X=iY.$$

A commutator is twice the product minus the anticommutator, so $[X,Y]=2XY-0=2iZ$, and likewise for the other two. The condition $XYZ=i$ fixes the handedness: reversing the signs of all three elements would give $XYZ=-i$ and $[X,Y]=-2iZ$.

## Products of spin vectors

```lean
/-- For an su(2) triple with `X² = 1` and complex vectors `a`, `b`:
`(a·σ)(b·σ) = a·b + i(a×b)·σ`, where `a·b` is the bilinear dot product. -/
theorem spinDot_mul {X Y Z : A} (h : IsSu2Triple X Y Z) (hX : X * X = 1) (a b : Fin 3 → ℂ) :
    spinDot X Y Z a * spinDot X Y Z b =
      (a ⬝ᵥ b) • (1 : A) + I • spinDot X Y Z (a ⨯₃ b) := by
  obtain ⟨⟨hY, hZ⟩, ⟨a1, a2, a3⟩, ⟨p1, p2, p3⟩, -⟩ := pauli_algebra h hX
  have q1 : Y * X = -(I • Z) := by linear_combination (norm := module) a1 - p1
  have q2 : Z * Y = -(I • X) := by linear_combination (norm := module) a2 - p2
  have q3 : X * Z = -(I • Y) := by linear_combination (norm := module) a3 - p3
  have hd : a ⬝ᵥ b = a 0 * b 0 + a 1 * b 1 + a 2 * b 2 := by
    simp [dotProduct, Fin.sum_univ_three]
  have c0 : (a ⨯₃ b) 0 = a 1 * b 2 - a 2 * b 1 := by simp [cross_apply]
  have c1 : (a ⨯₃ b) 1 = a 2 * b 0 - a 0 * b 2 := by simp [cross_apply]
  have c2 : (a ⨯₃ b) 2 = a 0 * b 1 - a 1 * b 0 := by simp [cross_apply]
  -- expand into nine products and insert the multiplication table
  simp only [spinDot, hd, c0, c1, c2, add_mul, mul_add, smul_mul_assoc, mul_smul_comm,
    hX, hY, hZ, p1, p2, p3, q1, q2, q3]
  module
```

For complex vectors $a$ and $b$,

$$(a\cdot\sigma)(b\cdot\sigma)=a\cdot b+i(a\times b)\cdot\sigma .$$

In Lean, `⬝ᵥ` is the dot product, without complex conjugation, and `⨯₃` is the cross product. Expanding the left side gives nine terms. The three squares contribute $a_0b_0+a_1b_1+a_2b_2$. The mixed terms pair up as

$$i(a_1b_2-a_2b_1)X+i(a_2b_0-a_0b_2)Y+i(a_0b_1-a_1b_0)Z .$$

The proof first obtains the reversed products, such as $YX=-iZ$, then writes out the components, and `simp only` inserts the multiplication table. The last tactic, `module`, collects the coefficients.

In two-component electronic structure theory this gives $(\sigma\cdot p)^2=p^2$ for a plane wave, where the components of $p$ are numbers. With a vector potential, the components of the kinetic momentum are operators that need not commute, and the theorem does not apply to them.

## Spin one-half and spin one as matrices

```lean
/-- The three Pauli matrices satisfy the su(2) relations, and the first one squares to 1. -/
theorem pauli_witness :
    IsSu2Triple (!![0, 1; 1, 0] : Matrix (Fin 2) (Fin 2) ℂ) !![0, -I; I, 0] !![1, 0; 0, -1] ∧
    (!![0, 1; 1, 0] : Matrix (Fin 2) (Fin 2) ℂ) * !![0, 1; 1, 0] = 1 := by
  refine ⟨⟨?_, ?_, ?_⟩, ?_⟩ <;> ext i j <;> fin_cases i <;> fin_cases j <;>
    norm_num [Matrix.mul_apply, Fin.sum_univ_two, Complex.ext_iff]
```

The notation `!![0, 1; 1, 0]` lists a matrix row by row. The theorem says that the three Pauli matrices satisfy the commutators and that $\sigma_x^2=1$, so the results above apply to them. The proof compares both sides entry by entry, separating real and imaginary parts.

```lean
/-- Twice the `x` spin-one matrix in the Cartesian basis. -/
def spinOneX : Matrix (Fin 3) (Fin 3) ℂ := !![0, 0, 0; 0, 0, -2 * I; 0, 2 * I, 0]
```

This is $2S_x/\hbar$ for spin one in the Cartesian basis, where the spin matrices have entries $(S_k)_{ij}=-i\hbar\,\varepsilon_{kij}$ with indices 0, 1, 2 and $\varepsilon_{012}=1$. The factor 2 matches the normalisation of the commutators used here.

```lean
/-- Twice the `y` spin-one matrix in the Cartesian basis. -/
def spinOneY : Matrix (Fin 3) (Fin 3) ℂ := !![0, 0, 2 * I; 0, 0, 0; -2 * I, 0, 0]
```

The $y$ component follows the same rule; its nonzero entries are $2i$ in position $(0,2)$ and $-2i$ in position $(2,0)$.

```lean
/-- Twice the `z` spin-one matrix in the Cartesian basis. -/
def spinOneZ : Matrix (Fin 3) (Fin 3) ℂ := !![0, -2 * I, 0; 2 * I, 0, 0; 0, 0, 0]
```

The $z$ component has $-2i$ in position $(0,1)$ and $2i$ in position $(1,0)$.

```lean
/-- The doubled spin-one matrices satisfy the su(2) relations, but the `x` and `y` matrices
do not anticommute. -/
theorem spinOne_not_anticomm :
    IsSu2Triple spinOneX spinOneY spinOneZ ∧
    spinOneX * spinOneY + spinOneY * spinOneX ≠ 0 := by
  refine ⟨⟨?_, ?_, ?_⟩, ?_⟩
  iterate 3
    · ext i j
      fin_cases i <;> fin_cases j <;>
        norm_num [spinOneX, spinOneY, spinOneZ, Matrix.mul_apply, Fin.sum_univ_three,
          Complex.ext_iff]
  · intro h
    -- the (0,1) entry of the anticommutator is -4
    have h01 := congrArg (fun M : Matrix (Fin 3) (Fin 3) ℂ => M 0 1) h
    norm_num [spinOneX, spinOneY, Matrix.mul_apply, Fin.sum_univ_three,
      Complex.ext_iff] at h01

end PauliAlgebra
```

The doubled spin-one matrices satisfy all three commutators, yet $XY+YX\neq0$. The commutators alone therefore do not imply anticommutation. One entry shows it. The first row of $X$ vanishes, so $XY$ contributes nothing in position $(0,1)$, while

$$(YX)_{01}=Y_{02}X_{21}=(2i)(2i)=-4 .$$

In the proof, `iterate 3` checks the three commutators by entries. The last part assumes that the anticommutator is zero, reads off this entry and reaches the contradiction $-4=0$. The qubit rule $XY=iZ$ is therefore false for these matrices: together with $[X,Y]=2iZ$ it would give $YX=-iZ$ and so $XY+YX=0$.

```lean
#print axioms PauliAlgebra.pauli_algebra
#print axioms PauliAlgebra.su2_of_anticommuting
#print axioms PauliAlgebra.spinDot_mul
#print axioms PauliAlgebra.spinOne_not_anticomm
```

```
'PauliAlgebra.pauli_algebra' depends on axioms: [propext, Classical.choice, Quot.sound]
'PauliAlgebra.su2_of_anticommuting' depends on axioms: [propext, Classical.choice, Quot.sound]
'PauliAlgebra.spinDot_mul' depends on axioms: [propext, Classical.choice, Quot.sound]
'PauliAlgebra.spinOne_not_anticomm' depends on axioms: [propext, Classical.choice, Quot.sound]
```
